# The unscreened high-energy Born pair spectrum integrates to $\sigma_0\left[\frac{28}{9}\ln\frac{2\omega}{m}-\frac{218}{27}\right]$

A photon of energy $\omega$ passes close to a nucleus of charge number $Z$ and turns into a positron of energy $E$ and an electron of energy $\omega-E$, rest energies included. To find how strongly matter absorbs such photons, one needs the total cross section, summed over all ways of sharing the energy. At high energy the spectrum is known in a short form with a logarithm in it, and this logarithm tends to $-\infty$ when either particle takes almost nothing. Does the integral still exist, and what is its value?

In units with $\hbar=c=1$, let $m$ be the electron mass, $\alpha$ the fine-structure constant, $r_e$ the classical electron radius and $\sigma_0=Z^2\alpha r_e^2$. The spectrum is

$$\frac{d\sigma}{dE}=\frac{4\sigma_0}{\omega^3}\,w(E)\left[\ln\frac{2E(\omega-E)}{\omega m}-\frac12\right],\qquad w(E)=E^2+(\omega-E)^2+\tfrac23E(\omega-E).$$

For $\omega,m>0$ it is integrable over $0<E<\omega$, with the integral given in the title. A photon transport simulation that integrates a pair spectrum numerically can be compared with this value, in the regime of fast particles and a bare, weakly charged nucleus.

## Fast particles in the field of a bare, weak charge

Three physical conditions are built into the spectrum. Both particles are fast, $E\gg m$ and $\omega-E\gg m$. The nuclear field acts once, in lowest Born order, which asks for $Z\alpha\ll1$. The atomic electrons do not screen the nucleus. The argument of the logarithm is $m/q_{\min}$, where $q_{\min}\approx m^2\omega/(2E(\omega-E))$ is the smallest momentum the nucleus can take up. Once $1/q_{\min}$ reaches the size of the atom, screening stops the growth of the logarithm.

The calculation starts from this spectrum, and Lean receives it as a definition.

```lean
import Mathlib

open MeasureTheory Set

namespace BornPairProduction

noncomputable section

/-- The energy weight of the pair spectrum, for photon energy `ω`, positron energy `E`
and electron energy `ω - E`. -/
def energyWeight (ω E : ℝ) : ℝ :=
  E ^ 2 + (ω - E) ^ 2 + 2 / 3 * E * (ω - E)

/-- The unscreened high-energy Born spectrum `dσ/dE` of the positron energy `E`, for photon
energy `ω > 0`, electron mass `m > 0` and `0 < E < ω`, with `σ₀ = Z² α rₑ²`. -/
def pairSpectrum (σ₀ m ω E : ℝ) : ℝ :=
  4 * σ₀ / ω ^ 3 * energyWeight ω E * (Real.log (2 * E * (ω - E) / (ω * m)) - 1 / 2)
```

Here `energyWeight ω E` is $w(E)$ and `pairSpectrum σ₀ m ω E` is $d\sigma/dE$. All arguments are real numbers, with energies and mass measured in one common unit. Lean treats `σ₀` and `m` as independent, although $r_e$ itself depends on the mass.

The step that no hypothesis supplies is the use of this expression over the whole interval. A real positron has total energy at least $m$, and close to that value the high-energy form is inaccurate. The strips of width about $m$ at the two ends contribute only an amount of order $\sigma_0m/\omega$ to the integral, so the extension is harmless when $\omega\gg m$.

## The weight, for which no sign is needed

Exchanging the two particles replaces $E$ by $\omega-E$ and leaves $w$ unchanged. Expanding the squares gives

$$w(E)=\omega^2-\tfrac43\omega E+\tfrac43E^2,$$

and therefore

$$\int_0^\omega w\,dE=\left(1-\tfrac23+\tfrac49\right)\omega^3=\tfrac79\omega^3.$$

```lean
/-- The energy weight is unchanged when electron and positron exchange their energies. -/
theorem energyWeight_exchange (ω E : ℝ) : energyWeight ω (ω - E) = energyWeight ω E := by
  unfold energyWeight
  ring

/-- The energy weight is a continuous function of the positron energy. -/
theorem continuous_energyWeight (ω : ℝ) : Continuous (energyWeight ω) := by
  unfold energyWeight
  fun_prop

/-- The energy weight integrated over all positron energies is `7 ω³ / 9`. -/
theorem integral_energyWeight (ω : ℝ) :
    ∫ E in (0 : ℝ)..ω, energyWeight ω E = 7 / 9 * ω ^ 3 := by
  have hd : ∀ E ∈ uIcc 0 ω, HasDerivAt
      (fun y : ℝ => ω ^ 2 * y - 2 / 3 * ω * y ^ 2 + 4 / 9 * y ^ 3) (energyWeight ω E) E := by
    intro E _
    have h2 : HasDerivAt (fun y : ℝ => y ^ 2) (2 * E) E := by simpa using hasDerivAt_pow 2 E
    have h3 : HasDerivAt (fun y : ℝ => y ^ 3) (3 * E ^ 2) E := by simpa using hasDerivAt_pow 3 E
    refine ((((hasDerivAt_id' E).const_mul (ω ^ 2)).fun_sub
      (h2.const_mul (2 / 3 * ω))).fun_add (h3.const_mul (4 / 9))).congr_deriv ?_
    unfold energyWeight
    ring
  rw [intervalIntegral.integral_eq_sub_of_hasDerivAt hd
    ((continuous_energyWeight ω).intervalIntegrable 0 ω)]
  ring
```

These three statements hold for every real $\omega$. The last one differentiates the primitive $\omega^2y-\frac23\omega y^2+\frac49y^3$ and applies the fundamental theorem of calculus. Continuity of the weight supplies the integrability.

## A positive photon energy, $\omega>0$

Physically, there must be energy to share. In the derivation, $\omega>0$ makes $0<E<\omega$ a genuine interval on which both $\ln E$ and $\ln(\omega-E)$ are defined. Integration by parts gives the logarithmic moment. With $W(E)=\omega^2E-\frac23\omega E^2+\frac49E^3$, so that $W'=w$,

$$\int_0^\omega w\ln E\,dE=\Big[W\ln E\Big]_0^\omega-\int_0^\omega\frac{W}{E}\,dE .$$

The lower boundary term vanishes because $E\ln E\to0$. The remaining integral is

$$\int_0^\omega\left(\omega^2-\tfrac23\omega E+\tfrac49E^2\right)dE=\left(1-\tfrac13+\tfrac4{27}\right)\omega^3=\tfrac{22}{27}\omega^3,$$

so the moment equals $\frac79\omega^3\ln\omega-\frac{22}{27}\omega^3$.

```lean
/-- The energy weight times the logarithm of the positron energy is integrable between `0` and `ω`.
-/
theorem integrable_energyWeight_log (ω : ℝ) :
    IntervalIntegrable (fun E => energyWeight ω E * Real.log E) volume 0 ω :=
  intervalIntegral.intervalIntegrable_log'.continuousOn_mul
    (continuous_energyWeight ω).continuousOn

/-- The logarithmic moment of the energy weight, for photon energy `ω > 0`. -/
theorem integral_energyWeight_log {ω : ℝ} (hω : 0 < ω) :
    ∫ E in (0 : ℝ)..ω, energyWeight ω E * Real.log E
      = 7 / 9 * ω ^ 3 * Real.log ω - 22 / 27 * ω ^ 3 := by
  -- the primitive is written with `y * log y`, which is continuous at zero
  have hc : ContinuousOn (fun y : ℝ => (ω ^ 2 - 2 / 3 * ω * y + 4 / 9 * y ^ 2) *
      (y * Real.log y) - (ω ^ 2 * y - 1 / 3 * ω * y ^ 2 + 4 / 27 * y ^ 3)) (Icc 0 ω) :=
    (((by fun_prop : Continuous fun y : ℝ => ω ^ 2 - 2 / 3 * ω * y + 4 / 9 * y ^ 2).mul
      Real.continuous_mul_log).sub (by fun_prop)).continuousOn
  have hd : ∀ E ∈ Ioo 0 ω, HasDerivAt (fun y : ℝ => (ω ^ 2 - 2 / 3 * ω * y + 4 / 9 * y ^ 2) *
      (y * Real.log y) - (ω ^ 2 * y - 1 / 3 * ω * y ^ 2 + 4 / 27 * y ^ 3))
      (energyWeight ω E * Real.log E) E := by
    intro E hE
    have hE0 : E ≠ 0 := hE.1.ne'
    have h2 : HasDerivAt (fun y : ℝ => y ^ 2) (2 * E) E := by simpa using hasDerivAt_pow 2 E
    have h3 : HasDerivAt (fun y : ℝ => y ^ 3) (3 * E ^ 2) E := by simpa using hasDerivAt_pow 3 E
    have ha := ((hasDerivAt_const E (ω ^ 2)).fun_sub
      ((hasDerivAt_id' E).const_mul (2 / 3 * ω))).fun_add (h2.const_mul (4 / 9))
    have hl := (hasDerivAt_id' E).fun_mul (Real.hasDerivAt_log hE0)
    have hp := (((hasDerivAt_id' E).const_mul (ω ^ 2)).fun_sub
      (h2.const_mul (1 / 3 * ω))).fun_add (h3.const_mul (4 / 27))
    refine ((ha.fun_mul hl).fun_sub hp).congr_deriv ?_
    rw [mul_inv_cancel₀ hE0]
    unfold energyWeight
    ring
  rw [intervalIntegral.integral_eq_sub_of_hasDerivAt_of_le hω.le hc hd
    (integrable_energyWeight_log ω)]
  ring
```

The first statement says that the weight times the logarithm is integrable up to $E=0$, which follows because the weight is continuous and the logarithm is integrable there. The second uses the primitive found above, with the logarithm grouped as `y * Real.log y`, which is continuous at zero. The derivative is needed only inside the interval, where $E\ne0$. The hypothesis `hω` enters as the ordering $0\le\omega$ that this form of the fundamental theorem requires.

Without $\omega>0$ there is no total cross section to speak of: the interval is empty, its integral is zero, and the logarithm in the answer has lost its ordinary meaning.

## A positive electron mass, $m>0$

The mass sets the scale against which the energies in the logarithm are measured. In the derivation it makes $2/(\omega m)$ a positive constant, so that for $0<E<\omega$

$$\ln\frac{2E(\omega-E)}{\omega m}=\ln E+\ln(\omega-E)+\ln\frac2{\omega m}.$$

The separate terms depend on the unit of energy, but their sum does not. By the exchange symmetry, $\ln(\omega-E)$ has the same moment as $\ln E$. The total is

$$\begin{aligned}
\sigma&=\frac{4\sigma_0}{\omega^3}\left[2\left(\tfrac79\omega^3\ln\omega-\tfrac{22}{27}\omega^3\right)+\tfrac79\omega^3\left(\ln\tfrac2{\omega m}-\tfrac12\right)\right]\\
&=\sigma_0\left[\tfrac{28}9\left(2\ln\omega+\ln\tfrac2{\omega m}\right)-\tfrac{176}{27}-\tfrac{42}{27}\right]\\
&=\sigma_0\left[\tfrac{28}9\ln\tfrac{2\omega}m-\tfrac{218}{27}\right].
\end{aligned}$$

```lean
/-- The total unscreened high-energy Born cross section: for `ω > 0` and `m > 0` the spectrum
is integrable over `0 < E < ω`, with integral `σ₀ ((28/9) ln(2ω/m) - 218/27)`. -/
theorem total_cross_section (σ₀ : ℝ) {m ω : ℝ} (hm : 0 < m) (hω : 0 < ω) :
    IntegrableOn (pairSpectrum σ₀ m ω) (Ioo 0 ω) ∧
    ∫ E in Ioo 0 ω, pairSpectrum σ₀ m ω E
      = σ₀ * (28 / 9 * Real.log (2 * ω / m) - 218 / 27) := by
  have hA := integrable_energyWeight_log ω
  -- the electron's logarithm follows from the positron's by exchange
  have hB : IntervalIntegrable (fun E => energyWeight ω E * Real.log (ω - E)) volume 0 ω := by
    have h := (hA.comp_sub_left ω).symm
    simpa only [energyWeight_exchange, sub_zero, sub_self] using h
  have iB : ∫ E in (0 : ℝ)..ω, energyWeight ω E * Real.log (ω - E)
      = ∫ E in (0 : ℝ)..ω, energyWeight ω E * Real.log E := by
    have h := intervalIntegral.integral_comp_sub_left (a := 0) (b := ω)
      (fun E => energyWeight ω E * Real.log E) ω
    simpa only [energyWeight_exchange, sub_zero, sub_self] using h
  have hAB : IntervalIntegrable (fun E => energyWeight ω E * Real.log E +
      energyWeight ω E * Real.log (ω - E)) volume 0 ω := hA.add hB
  have hC : IntervalIntegrable (fun E => (Real.log (2 / (ω * m)) - 1 / 2) * energyWeight ω E)
      volume 0 ω := ((continuous_energyWeight ω).intervalIntegrable 0 ω).const_mul _
  have hg : IntervalIntegrable (fun E => 4 * σ₀ / ω ^ 3 * (energyWeight ω E * Real.log E +
      energyWeight ω E * Real.log (ω - E) +
      (Real.log (2 / (ω * m)) - 1 / 2) * energyWeight ω E)) volume 0 ω :=
    (hAB.add hC).const_mul _
  -- inside the interval the logarithm of the product splits
  have hs : EqOn (fun E => 4 * σ₀ / ω ^ 3 * (energyWeight ω E * Real.log E +
      energyWeight ω E * Real.log (ω - E) +
      (Real.log (2 / (ω * m)) - 1 / 2) * energyWeight ω E))
      (pairSpectrum σ₀ m ω) (Ioo 0 ω) := by
    intro E hE
    have h1 : E ≠ 0 := hE.1.ne'
    have h2 : ω - E ≠ 0 := (sub_pos.2 hE.2).ne'
    have h3 : 2 / (ω * m) ≠ 0 := by positivity
    have h4 : 2 * E * (ω - E) / (ω * m) = E * (ω - E) * (2 / (ω * m)) := by ring
    simp only [pairSpectrum]
    rw [h4, Real.log_mul (mul_ne_zero h1 h2) h3, Real.log_mul h1 h2]
    ring
  refine ⟨((intervalIntegrable_iff_integrableOn_Ioo_of_le hω.le).1 hg).congr_fun hs
    measurableSet_Ioo, ?_⟩
  have hlog : Real.log (2 * ω / m) = Real.log (2 / (ω * m)) + 2 * Real.log ω := by
    have h : 2 * ω / m = 2 / (ω * m) * (ω * ω) := by field_simp
    rw [h, Real.log_mul (by positivity) (by positivity), Real.log_mul hω.ne' hω.ne']
    ring
  rw [← setIntegral_congr_fun measurableSet_Ioo hs, ← integral_Ioc_eq_integral_Ioo,
    ← intervalIntegral.integral_of_le hω.le, intervalIntegral.integral_const_mul,
    intervalIntegral.integral_add hAB hC, intervalIntegral.integral_add hA hB, iB,
    intervalIntegral.integral_const_mul, integral_energyWeight,
    integral_energyWeight_log hω, hlog]
  generalize Real.log (2 / (ω * m)) = L
  field_simp
  ring
```

The theorem has two parts. `IntegrableOn` says that the spectrum is Lebesgue integrable on the open interval `Ioo 0 ω`, and the equation gives its integral. No sign is required of `σ₀`, which only multiplies both sides.

The proof follows the three terms. `hA` and `hB` give integrability of the two logarithmic ones, and `iB` equates their integrals through the substitution $E\mapsto\omega-E$. `hs` is the splitting of the logarithm, valid strictly inside the interval; the mass hypothesis enters there through `h3`, and again in `hlog`, which reassembles $\ln(2\omega/m)$. The rewriting at the end turns the set integral into an interval integral, inserts the two moments and leaves an algebraic identity.

If $m\to0$ at fixed $\sigma_0>0$ and $\omega$, the total grows without bound, so there is no finite massless value. Lean's convention that division by zero gives zero would still assign numbers at $m=0$, but the two sides would then disagree for $\sigma_0\neq0$. This rules out $m=0$; the positive sign is the physical choice.

## A positive energy ratio, $K>0$

Let $x=E/\omega$ be the positron's share of the energy and $K=\omega/m$ the photon energy in units of the electron mass. Then $w=\omega^2\left(1-\frac43x(1-x)\right)$, $dE=\omega\,dx$, and the argument of the logarithm becomes $2Kx(1-x)$. Hence

$$4\int_0^1\left(1-\tfrac43x(1-x)\right)\left(\ln\big(2Kx(1-x)\big)-\tfrac12\right)dx=\tfrac{28}9\ln(2K)-\tfrac{218}{27}.$$

```lean
/-- The same result in the energy fraction `x`, in units of `Z² α rₑ²`, for `K = ω/m > 0`:
the integral exists and four times its value is `(28/9) ln(2K) - 218/27`. -/
theorem reduced_cross_section {K : ℝ} (hK : 0 < K) :
    IntegrableOn (fun x : ℝ => (1 - 4 / 3 * x * (1 - x)) *
      (Real.log (2 * K * x * (1 - x)) - 1 / 2)) (Ioo 0 1) ∧
    4 * ∫ x in Ioo (0 : ℝ) 1, (1 - 4 / 3 * x * (1 - x)) *
      (Real.log (2 * K * x * (1 - x)) - 1 / 2)
      = 28 / 9 * Real.log (2 * K) - 218 / 27 := by
  have hf : pairSpectrum (1 / 4) (1 / K) 1 = fun x : ℝ => (1 - 4 / 3 * x * (1 - x)) *
      (Real.log (2 * K * x * (1 - x)) - 1 / 2) := by
    funext x
    have h : 2 * x * (1 - x) / (1 * (1 / K)) = 2 * K * x * (1 - x) := by
      rw [one_mul, div_div_eq_mul_div]
      ring
    simp only [pairSpectrum, energyWeight]
    rw [h]
    ring
  have hk : 2 * 1 / (1 / K) = 2 * K := by
    rw [div_div_eq_mul_div]
    ring
  have h := total_cross_section (1 / 4) (one_div_pos.2 hK) one_pos
  rw [hf, hk] at h
  exact ⟨h.1, by linarith [h.2]⟩
```

The proof needs no change of variable. It sets $\omega=1$, $m=1/K$ and $\sigma_0=\frac14$ in the previous theorem, which makes `pairSpectrum` equal to the integrand, and multiplies the result by four. The hypothesis `hK` supplies the positive mass $1/K$. As $K\to0$ the right-hand side tends to $-\infty$, so the formula has no finite value at $K=0$.

The condition $K>0$ is much weaker than the physics demands. Pair production on a heavy nucleus starts near $K=2$, and there the right-hand side is about $-3.76$. The identity is true at that point, but it is no cross section. The right-hand side becomes positive only above $K\approx6.7$, and the formula is meant for $K\gg1$.

## A positive strength and an energy inside the interval

A spectrum must not be negative, so the sign of the formula reveals part of the region where it fails. Suppose $\sigma_0>0$, $m>0$ and $0<E<\omega$: the nucleus is charged, and both particles carry positive energy. The prefactor and the weight are then positive, and the sign is that of the bracket. The spectrum is positive exactly when

$$\frac{2E(\omega-E)}{\omega m}>e^{1/2}.$$

```lean
/-- For `σ₀, m > 0` and `0 < E < ω`, the spectrum is positive exactly when
`2E(ω - E)/(ωm)` exceeds `e^(1/2)`. -/
theorem pairSpectrum_pos_iff {σ₀ m ω E : ℝ} (hσ : 0 < σ₀) (hm : 0 < m)
    (hE : 0 < E) (hEω : E < ω) :
    0 < pairSpectrum σ₀ m ω E ↔ Real.exp (1 / 2) < 2 * E * (ω - E) / (ω * m) := by
  have hω : 0 < ω := hE.trans hEω
  have he : 0 < ω - E := sub_pos.2 hEω
  have hw : 0 < 4 * σ₀ / ω ^ 3 * energyWeight ω E := by
    unfold energyWeight
    positivity
  have ha : 0 < 2 * E * (ω - E) / (ω * m) := by positivity
  unfold pairSpectrum
  rw [mul_pos_iff_of_pos_left hw, sub_pos, Real.lt_log_iff_exp_lt ha]

end

end BornPairProduction
```

The proof collects the positive factors in `hw`, removes them from the inequality, and exchanges the logarithm for the exponential. The bounds on $E$ make the argument of the logarithm positive, which is `ha`. With $\sigma_0=0$ the spectrum vanishes everywhere while the inequality can still be satisfied, so the equivalence fails. Outside the open interval one of the particles would have zero or negative energy, and the formula describes no pair.

Since $x(1-x)\le\frac14$, the formula is positive somewhere only if $K>2\sqrt e\approx3.3$. For large $K$ the formula is negative only where one of the two particles has an energy below about $0.82\,m$, which is already less than the rest energy of a real particle. Positivity is therefore a necessary sign of validity and not a sufficient one: the spectrum still asks for energies well above $m$.

The total could also have been defined as the integral over the kinematic range $m<E<\omega-m$, for $\omega>2m$. The singular ends would then disappear, and the answer would gain terms that vanish as $m/\omega\to0$. Such terms would carry no physical information, because the high-energy spectrum is itself inaccurate near those limits.

```lean
#print axioms BornPairProduction.total_cross_section
#print axioms BornPairProduction.reduced_cross_section
#print axioms BornPairProduction.pairSpectrum_pos_iff
```

```
'BornPairProduction.total_cross_section' depends on axioms: [propext, Classical.choice, Quot.sound]
'BornPairProduction.reduced_cross_section' depends on axioms: [propext, Classical.choice, Quot.sound]
'BornPairProduction.pairSpectrum_pos_iff' depends on axioms: [propext, Classical.choice, Quot.sound]
```
